# Sum rules for integrated COHP and COOP, and the effect of an energy shift on the COHP

A calculation on a periodic solid fixes its orbital energies only up to a conventional zero. Bonding analysis then divides the result among pairs of basis functions: the crystal orbital Hamilton population (COHP) assigns energy to a pair, and the crystal orbital overlap population (COOP) assigns electrons. What do these numbers add up to, and does the value for one bond survive a change of the energy zero?

Take a finite basis; for a solid, this is the basis of a finite block of unit cells with periodic boundary conditions. The basis functions are indexed by $\mu,\nu$ in the type `n`, and the orbitals by $k$ in the type `m`.

```lean
import Mathlib

open Matrix

namespace CohpCoopSumRules

variable {n m : Type*} [Fintype n] [Fintype m] [DecidableEq m]
```

The matrices $H$ and $S$ hold the Hamiltonian and the overlaps, column $k$ of $C$ holds the coefficients of orbital $k$, and $e_k$ is its real energy. The assumptions, collected in `IsOrbitalSolution`, are

$$HC = SC\,\mathrm{diag}(e),\qquad C^\dagger S C = 1 .$$

They say that, within the space spanned by the basis, the orbitals are stationary states of a one-particle Hamiltonian, normalised and mutually orthogonal. $C$ may be rectangular, so a subset of the orbitals is allowed. Hermiticity of $H$ and $S$ is not required.

```lean
/-- The columns of `C` are orbitals with energies `e` in a basis with overlap matrix `S`:
they solve the generalised eigenvalue equation and are orthonormal with respect to `S`. -/
structure IsOrbitalSolution (H S : Matrix n n ℂ) (C : Matrix n m ℂ) (e : m → ℝ) : Prop where
  eigen : H * C = S * C * diagonal (fun k => (e k : ℂ))
  orthonormal : Cᴴ * S * C = 1
```

For an operator matrix $A$, orbital $k$ contributes to the ordered pair $(\mu,\nu)$

$$p^A_{\mu\nu,k} = \mathrm{Re}\,(C_{\mu k}^*A_{\mu\nu}C_{\nu k}).$$

This is `pairPop`: the COHP for $A=H$, the COOP for $A=S$.

```lean
/-- Contribution of orbital `k` to the basis pair `(μ, ν)` of the operator matrix `A`.
It is the COHP of the pair for `A = H` and the COOP for `A = S`. -/
def pairPop (A : Matrix n n ℂ) (C : Matrix n m ℂ) (k : m) (μ ν : n) : ℝ :=
  (star (C μ k) * A μ ν * C ν k).re
```

With real occupations $f_k$, the integrated quantity `intPairPop` is $P^A_{\mu\nu}=\sum_k f_k\,p^A_{\mu\nu,k}$. A sum over discrete levels thus replaces the energy integral up to the Fermi level. The occupations are not restricted to lie between 0 and 2. Sums over all pairs below include the on-site terms $\mu=\nu$ and count each bond in both orders.

```lean
/-- Pair contribution summed over the orbitals with occupations `f`: the integrated COHP
for `A = H` and the integrated COOP for `A = S`. -/
def intPairPop (A : Matrix n n ℂ) (C : Matrix n m ℂ) (f : m → ℝ) (μ ν : n) : ℝ :=
  ∑ k, f k * pairPop A C k μ ν
```

## (a) One orbital, all basis pairs

Show that the pair contributions of one orbital add up to a diagonal matrix element:

$$\sum_{\mu\nu}p^A_{\mu\nu,k}=\mathrm{Re}\,(C^\dagger AC)_{kk}.$$

Writing out the matrix products gives $(C^\dagger AC)_{kk}=\sum_\nu\sum_\mu C_{\mu k}^*A_{\mu\nu}C_{\nu k}$. The real part of a sum is the sum of the real parts, and exchanging the two finite sums gives the claim. In Lean, `simp only` expands the products and `Finset.sum_comm` makes the exchange.

```lean
omit [Fintype m] [DecidableEq m] in
/-- Summed over all ordered basis pairs, the contributions of one orbital give the real part of the
diagonal element `(Cᴴ * A * C) k k`. -/
theorem sum_pairPop (A : Matrix n n ℂ) (C : Matrix n m ℂ) (k : m) :
    ∑ μ, ∑ ν, pairPop A C k μ ν = ((Cᴴ * A * C) k k).re := by
  simp only [pairPop, Matrix.mul_apply, Matrix.conjTranspose_apply, Finset.sum_mul,
    Complex.re_sum]
  exact Finset.sum_comm
```

## (b) Energy and norm of an orbital

Show that for each orbital of a solution

$$\sum_{\mu\nu}p^H_{\mu\nu,k}=e_k,\qquad \sum_{\mu\nu}p^S_{\mu\nu,k}=1 .$$

Multiply the eigenvalue equation from the left by $C^\dagger$:

$$C^\dagger HC=(C^\dagger SC)\,\mathrm{diag}(e)=\mathrm{diag}(e).$$

Its $k$-th diagonal element is $e_k$, and that of $C^\dagger SC=1$ is 1. Part (a) turns both into pair sums. The matrix identity is the step `hH`.

```lean
/-- For each orbital of a solution, the COHPs of all ordered basis pairs sum to the orbital
energy and the COOPs sum to one. -/
theorem orbital_sum_rules {H S : Matrix n n ℂ} {C : Matrix n m ℂ} {e : m → ℝ}
    (h : IsOrbitalSolution H S C e) (k : m) :
    ∑ μ, ∑ ν, pairPop H C k μ ν = e k ∧ ∑ μ, ∑ ν, pairPop S C k μ ν = 1 := by
  -- the Hamiltonian is diagonal in the orbitals
  have hH : Cᴴ * H * C = diagonal (fun k => (e k : ℂ)) := by
    rw [Matrix.mul_assoc, h.eigen, ← Matrix.mul_assoc, ← Matrix.mul_assoc, h.orthonormal,
      Matrix.one_mul]
  constructor
  · rw [sum_pairPop, hH, Matrix.diagonal_apply_eq, Complex.ofReal_re]
  · rw [sum_pairPop, h.orthonormal, Matrix.one_apply_eq, Complex.one_re]
```

## (c) Occupations and pair sums

Show that occupations can be applied after the pair sum:

$$\sum_{\mu\nu}P^A_{\mu\nu}=\sum_k f_k\sum_{\mu\nu}p^A_{\mu\nu,k}.$$

Insert the definition of $P^A_{\mu\nu}$, move the sum over $k$ outward past $\nu$ and then past $\mu$, and take out $f_k$, which depends on neither. Lean runs the same two exchanges from right to left.

```lean
omit [DecidableEq m] in
/-- The sum of an integrated pair quantity over all ordered basis pairs is the
occupation-weighted sum of the totals of the single orbitals. -/
theorem sum_intPairPop (A : Matrix n n ℂ) (C : Matrix n m ℂ) (f : m → ℝ) :
    ∑ μ, ∑ ν, intPairPop A C f μ ν = ∑ k, f k * ∑ μ, ∑ ν, pairPop A C k μ ν := by
  simp only [intPairPop, Finset.mul_sum]
  symm
  exact Finset.sum_comm.trans (Finset.sum_congr rfl fun μ _ => Finset.sum_comm)
```

## (d) Orbitals after a shift of the energy zero

Adding a constant $c$ to the Hamiltonian operator adds $cS$ to its matrix, because the matrix of the identity operator in this basis is $S$. Show that the orbitals remain solutions:

$$(H+cS)C=SC\,\mathrm{diag}(e+c).$$

Expanding the left side gives

$$HC+cSC=SC\,\mathrm{diag}(e)+cSC=SC\,(\mathrm{diag}(e)+c\,1),$$

and the last bracket is $\mathrm{diag}(e+c)$. The orthonormality condition does not contain $H$ and carries over unchanged. The step `hd` splits the shifted diagonal matrix entry by entry.

```lean
/-- Replacing `H` by `H + c S` keeps the orbitals and raises every orbital energy by `c`. -/
theorem IsOrbitalSolution.shift {H S : Matrix n n ℂ} {C : Matrix n m ℂ} {e : m → ℝ}
    (h : IsOrbitalSolution H S C e) (c : ℝ) :
    IsOrbitalSolution (H + (c : ℂ) • S) S C (fun k => e k + c) := by
  refine ⟨?_, h.orthonormal⟩

  have hd : diagonal (fun k => ((e k + c : ℝ) : ℂ))
      = diagonal (fun k => (e k : ℂ)) + (c : ℂ) • (1 : Matrix m m ℂ) := by
    ext i j
    by_cases hij : i = j
    · subst hij
      simp
    · simp [hij]
  rw [hd, Matrix.add_mul, Matrix.mul_add, h.eigen, Matrix.smul_mul, Matrix.mul_smul,
    Matrix.mul_one]
```

## (e) The COHP of one pair under the shift

Show that at fixed orbitals and occupations

$$P^{H+cS}_{\mu\nu}=P^H_{\mu\nu}+c\,P^S_{\mu\nu}.$$

For each orbital,

$$C_{\mu k}^*(H_{\mu\nu}+cS_{\mu\nu})C_{\nu k}=C_{\mu k}^*H_{\mu\nu}C_{\nu k}+c\,C_{\mu k}^*S_{\mu\nu}C_{\nu k}.$$

Since $c$ is real, it passes through the real part. Weighting with $f_k$ and summing gives the result. This is linearity alone, so the theorem holds for any coefficients $C$. The expansion for one orbital is `hk`.

```lean
omit [Fintype n] [DecidableEq m] in
/-- Replacing `H` by `H + c S` at fixed orbitals and occupations changes the integrated COHP
of each basis pair by `c` times its integrated COOP. -/
theorem intPairPop_shift (H S : Matrix n n ℂ) (C : Matrix n m ℂ) (f : m → ℝ) (c : ℝ)
    (μ ν : n) :
    intPairPop (H + (c : ℂ) • S) C f μ ν
      = intPairPop H C f μ ν + c * intPairPop S C f μ ν := by
  simp only [intPairPop, Finset.mul_sum]
  rw [← Finset.sum_add_distrib]
  refine Finset.sum_congr rfl fun k _ => ?_
  -- the contribution of each orbital is linear in the operator
  have hk : star (C μ k) * (H μ ν + (c : ℂ) * S μ ν) * C ν k
      = star (C μ k) * H μ ν * C ν k + (c : ℂ) * (star (C μ k) * S μ ν * C ν k) := by
    ring
  simp only [pairPop, Matrix.add_apply, Matrix.smul_apply, smul_eq_mul]
  rw [hk, Complex.add_re, Complex.re_ofReal_mul]
  ring
```

## (f) The totals and the shift together

Show that every solution satisfies

$$\sum_{\mu\nu}P^H_{\mu\nu}=\sum_k f_ke_k,\qquad \sum_{\mu\nu}P^S_{\mu\nu}=\sum_k f_k,$$

and that (d) and (e) hold for every real $c$.

Insert the two values from (b) into (c); the shift statements are then attached as they stand. The totals are the sum of occupied orbital energies and the number of electrons. In a mean-field calculation, the first is in general not the total energy.

```lean
/-- For orbitals that solve the generalised eigenvalue equation and are orthonormal, the
integrated COHP over all ordered basis pairs sums to `∑ f e` and the integrated COOP to `∑ f`.
Under `H → H + c S` the orbitals remain solutions with energies `e + c`, and each pair's
integrated COHP changes by `c` times its integrated COOP. -/
theorem cohp_coop_sum_rules {H S : Matrix n n ℂ} {C : Matrix n m ℂ} {e : m → ℝ}
    (h : IsOrbitalSolution H S C e) (f : m → ℝ) :
    ∑ μ, ∑ ν, intPairPop H C f μ ν = ∑ k, f k * e k ∧
    ∑ μ, ∑ ν, intPairPop S C f μ ν = ∑ k, f k ∧
    ∀ c : ℝ, IsOrbitalSolution (H + (c : ℂ) • S) S C (fun k => e k + c) ∧
      ∀ μ ν, intPairPop (H + (c : ℂ) • S) C f μ ν
        = intPairPop H C f μ ν + c * intPairPop S C f μ ν := by
  refine ⟨?_, ?_, fun c => ⟨h.shift c, intPairPop_shift H S C f c⟩⟩
  · rw [sum_intPairPop]
    exact Finset.sum_congr rfl fun k _ => by rw [(orbital_sum_rules h k).1]
  · rw [sum_intPairPop]
    exact Finset.sum_congr rfl fun k _ => by rw [(orbital_sum_rules h k).2, mul_one]
```

## (g) Reaching a prescribed COHP

Let $P^S_{\mu\nu}\neq0$. Show that for each real $t$ exactly one real $c$ satisfies

$$P^{H+cS}_{\mu\nu}=t .$$

By (e) this is the linear equation $P^H_{\mu\nu}+cP^S_{\mu\nu}=t$, with the single solution $c=(t-P^H_{\mu\nu})/P^S_{\mu\nu}$. Lean first checks this value, then shows that any other solution equals it.

For a basis pair with non-zero integrated COOP, the choice of energy zero can thus give the integrated COHP any real value, of either sign. Using the same zero in two calculations does not in general remove this dependence from a comparison: by (e), a common shift $c$ changes the difference of two integrated COHPs by $c$ times the difference of the corresponding integrated COOPs.

```lean
omit [Fintype n] [DecidableEq m] in
/-- If a basis pair has non-zero integrated COOP, exactly one shift `H → H + c S` gives its
integrated COHP a prescribed real value `t`. -/
theorem existsUnique_shift (H S : Matrix n n ℂ) (C : Matrix n m ℂ) (f : m → ℝ) (μ ν : n)
    (hs : intPairPop S C f μ ν ≠ 0) (t : ℝ) :
    ∃! c : ℝ, intPairPop (H + (c : ℂ) • S) C f μ ν = t := by
  refine ⟨(t - intPairPop H C f μ ν) / intPairPop S C f μ ν, ?_, ?_⟩
  · simp only [intPairPop_shift]
    rw [div_mul_cancel₀ _ hs]
    ring
  · intro c hc
    simp only [intPairPop_shift] at hc
    rw [eq_div_iff hs]
    linarith
```

## (h) Different basis functions in an orthonormal basis

Let $S=1$ and $\mu\neq\nu$. Show that

$$P^{H+c1}_{\mu\nu}=P^H_{\mu\nu}.$$

The off-diagonal element $1_{\mu\nu}$ is zero, so the integrated COOP of the pair vanishes (`hz`), and with it the shift term in (e).

```lean
omit [Fintype n] [DecidableEq m] in
/-- In an orthonormal basis, where the overlap matrix is the identity, the integrated COHP
between two different basis functions does not depend on the energy zero. -/
theorem offsite_cohp_invariant [DecidableEq n] (H : Matrix n n ℂ) (C : Matrix n m ℂ)
    (f : m → ℝ) (c : ℝ) {μ ν : n} (hμν : μ ≠ ν) :
    intPairPop (H + (c : ℂ) • (1 : Matrix n n ℂ)) C f μ ν = intPairPop H C f μ ν := by
  have hz : intPairPop (1 : Matrix n n ℂ) C f μ ν = 0 := by
    simp [intPairPop, pairPop, Matrix.one_apply_ne hμν]
  rw [intPairPop_shift, hz, mul_zero, add_zero]
```

## (i) Two equivalent centres

Two normalised basis functions have on-site energy $\alpha$, coupling $\beta$ and overlap $7/25$, with $\alpha,\beta$ real. Show that the normalised sum and difference,

$$\tfrac58(1,1),\qquad \tfrac56(1,-1),$$

are a solution with energies

$$e_+=\frac{25(\alpha+\beta)}{32},\qquad e_-=\frac{25(\alpha-\beta)}{18}.$$

The vectors $(1,\pm1)$ are eigenvectors of $H$ with eigenvalues $\alpha\pm\beta$, and of $S$ with eigenvalues $1\pm\frac7{25}$, that is $\frac{32}{25}$ and $\frac{18}{25}$. The quotients are the stated energies. The norms are $\frac{25}{64}\cdot2\cdot\frac{32}{25}=1$ and $\frac{25}{36}\cdot2\cdot\frac{18}{25}=1$, and the mixed product vanishes because $(1,1)$ and $(1,-1)$ are orthogonal eigenvectors of $S$. Lean compares both matrix equations entry by entry.

```lean
/-- Two equivalent centres with on-site energy `α`, coupling `β` and overlap `7/25`: the
normalised sum and difference of the basis functions are an orbital solution. -/
theorem isOrbitalSolution_witness (α β : ℝ) :
    IsOrbitalSolution !![(α : ℂ), (β : ℂ); (β : ℂ), (α : ℂ)] !![1, 7 / 25; 7 / 25, 1]
      !![5 / 8, 5 / 6; 5 / 8, -(5 / 6)]
      ![25 * (α + β) / 32, 25 * (α - β) / 18] := by
  constructor
  · ext i j
    fin_cases i <;> fin_cases j <;>
      simp [Matrix.mul_apply, Fin.sum_univ_two, Matrix.diagonal_apply] <;> ring
  · -- the coefficients are real, so conjugation leaves them unchanged
    have h5 : (starRingEnd ℂ) 5 = 5 := Complex.conj_eq_iff_im.mpr (by simp)
    have h6 : (starRingEnd ℂ) 6 = 6 := Complex.conj_eq_iff_im.mpr (by simp)
    have h8 : (starRingEnd ℂ) 8 = 8 := Complex.conj_eq_iff_im.mpr (by simp)
    ext i j
    fin_cases i <;> fin_cases j <;>
      simp [Matrix.mul_apply, Fin.sum_univ_two, h5, h6, h8] <;> norm_num

end CohpCoopSumRules
```

```lean
#print axioms CohpCoopSumRules.cohp_coop_sum_rules
-- 'CohpCoopSumRules.cohp_coop_sum_rules' depends on axioms: [propext, Classical.choice, Quot.sound]
#print axioms CohpCoopSumRules.existsUnique_shift
-- 'CohpCoopSumRules.existsUnique_shift' depends on axioms: [propext, Classical.choice, Quot.sound]
#print axioms CohpCoopSumRules.offsite_cohp_invariant
-- 'CohpCoopSumRules.offsite_cohp_invariant' depends on axioms: [propext, Classical.choice, Quot.sound]
```
